# Ground energy \(-b(a+2)/4\) of the spin-one-half Lieb–Mattis model with \(b\le a\)

Let \(a\) spins one half in a set \(A\) couple equally to \(b\) spins one half in a disjoint set \(B\), with \(\hbar=1\) and unit coupling, through \(H=\sum_{i\in A,\,j\in B}\mathbf s_i\cdot\mathbf s_j\). When both sets are nonempty, the simple estimates leave the ground energy open. Putting every bond at its singlet value gives the floor \(-3ab/4\), and the Néel configuration (\(A\) up, \(B\) down) gives the ceiling \(-ab/4\). For \(b\le a\) the exact value is \(-b(a+2)/4\). It serves as a reference energy for spin codes, though only for finitely many spins with one uniform antiferromagnetic coupling between the sets and none within them.

## Spins, operators and the candidate state

```lean
import Mathlib

open Matrix
open scoped ComplexOrder

namespace SublatticeModel

noncomputable section

variable {ι : Type*} [DecidableEq ι]
```

A state is an unnormalised amplitude \(\psi(\sigma)\) on configurations \(\sigma\) of the site set \(\iota\), with 0 for up and 1 for down. The product \(\langle\varphi,\psi\rangle\) is `star φ ⬝ᵥ ψ`.

```lean
/-- States of spins one half on the sites `ι`: amplitudes of configurations (0 up, 1 down). -/
abbrev State (ι : Type*) := (ι → Fin 2) → ℂ
```

With \(\hbar=1\), the matrices \(s^x,s^y,s^z\) carry indices 0, 1, 2, and `site` applies a matrix at one site.

```lean
/-- The three spin one half matrices, half the Pauli matrices. -/
def spinHalf : Fin 3 → Matrix (Fin 2) (Fin 2) ℂ :=
  ![!![0, 1 / 2; 1 / 2, 0], !![0, -Complex.I / 2; Complex.I / 2, 0], !![1 / 2, 0; 0, -1 / 2]]

/-- The 2 × 2 matrix `M` acting on the spin at site `i`. -/
def site (M : Matrix (Fin 2) (Fin 2) ℂ) (i : ι) : Module.End ℂ (State ι) where
  toFun ψ σ := ∑ t, M (σ i) t * ψ (Function.update σ i t)
  map_add' ψ φ := by
    funext σ; simp only [Pi.add_apply, Fin.sum_univ_two]; ring
  map_smul' c ψ := by
    funext σ; simp only [Pi.smul_apply, smul_eq_mul, RingHom.id_apply, Fin.sum_univ_two]; ring
```

The coupling constant is \(+1\), so antiparallel spins are favoured and energies are in units of the exchange.

```lean
/-- The exchange operator `s_i · s_j`. -/
def exchange (i j : ι) : Module.End ℂ (State ι) :=
  ∑ α, site (spinHalf α) i * site (spinHalf α) j

/-- The Hamiltonian `H = ∑_{i ∈ A, j ∈ B} s_i · s_j`. -/
def hamiltonian (A B : Finset ι) : Module.End ℂ (State ι) := ∑ i ∈ A, ∑ j ∈ B, exchange i j
```

The swap \(P_{ij}\) exchanges the spins at \(i\) and \(j\).

```lean
/-- The operator `P_ij` that swaps the spins at sites `i` and `j`. -/
def swapOp (i j : ι) : Module.End ℂ (State ι) where
  toFun ψ σ := ψ (σ ∘ Equiv.swap i j)
  map_add' _ _ := rfl
  map_smul' _ _ := rfl
```

The candidate \(\Psi\) has amplitude \((-1)^d\,d!\,u!\), with \(d\) down and \(u\) up spins in \(A\), when \(A\cup B\) holds \(b\) down spins, and zero otherwise. It does not depend on spins outside \(A\cup B\).

```lean
/-- The number of sites of `S` whose spin is `s` in the configuration `σ`. -/
def count (S : Finset ι) (s : Fin 2) (σ : ι → Fin 2) : ℕ := ∑ l ∈ S, if σ l = s then 1 else 0

/-- The amplitude `(-1)^d d! u!`. -/
def amp (d u : ℕ) : ℂ := (-1) ^ d * (d.factorial : ℂ) * (u.factorial : ℂ)

/-- The state with amplitude `(-1)^d d! u!` (`d` down and `u` up spins in `A`) where the down
spins of `A` and of `B` add up to `|B|`, and zero elsewhere. -/
def groundState (A B : Finset ι) : State ι := fun σ =>
  if count A 1 σ + count B 1 σ = B.card then amp (count A 1 σ) (count A 0 σ) else 0
```

## (a) Dirac's identity

*Show \(\mathbf s_i\cdot\mathbf s_j=\tfrac12P_{ij}-\tfrac14\) for \(i\ne j\).*

With \(s^\pm=s^x\pm \mathrm i s^y\), the operator is \(s^z_is^z_j+\tfrac12(s^+_is^-_j+s^-_is^+_j)\). Parallel spins give \(\tfrac14=\tfrac12-\tfrac14\), and \(|{\uparrow\downarrow}\rangle\mapsto\tfrac12|{\downarrow\uparrow}\rangle-\tfrac14|{\uparrow\downarrow}\rangle\), likewise for \(|{\downarrow\uparrow}\rangle\). In Lean `F` freezes the other spins and `rcases` runs the four cases.

```lean
/-- Dirac's exchange identity `s_i · s_j = P_ij / 2 - 1 / 4` for distinct sites. -/
theorem dirac_exchange {i j : ι} (hij : i ≠ j) (ψ : State ι) :
    exchange i j ψ = (1 / 2 : ℂ) • swapOp i j ψ - (1 / 4 : ℂ) • ψ := by
  funext σ
  obtain ⟨F, hF⟩ : ∃ F : Fin 2 → Fin 2 → ℂ,
      ∀ t u, ψ (Function.update (Function.update σ i t) j u) = F t u := ⟨_, fun _ _ => rfl⟩
  have e1 : ψ σ = F (σ i) (σ j) := by rw [← hF]; simp
  have e2 : ψ (σ ∘ Equiv.swap i j) = F (σ j) (σ i) := by
    rw [← hF]; congr 1; funext l
    by_cases h1 : l = j
    · simp [h1]
    · by_cases h2 : l = i
      · simp [h2, hij]
      · simp [h1, h2, Equiv.swap_apply_of_ne_of_ne h2 h1]
  have hs : ∀ M (k : ι) (φ : State ι) τ,
      site M k φ τ = ∑ t, M (τ k) t * φ (Function.update τ k t) := fun _ _ _ _ => rfl
  have e3 : exchange i j ψ σ =
      ∑ α, ∑ t, spinHalf α (σ i) t * ∑ u, spinHalf α (σ j) u * F t u := by
    simp only [exchange, LinearMap.sum_apply, Finset.sum_apply, Module.End.mul_apply, hs,
      Function.update_of_ne hij.symm, hF]
  show exchange i j ψ σ = 1 / 2 * ψ (σ ∘ Equiv.swap i j) - 1 / 4 * ψ σ
  rw [e3, e2, e1]
  have fin2 : ∀ t : Fin 2, t = 0 ∨ t = 1 := by decide
  generalize σ i = x
  generalize σ j = y
  rcases fin2 x with rfl | rfl <;> rcases fin2 y with rfl | rfl <;>
    simp [spinHalf, Fin.sum_univ_three, Fin.sum_univ_two] <;> ring_nf <;>
    simp only [Complex.I_sq] <;> ring
```

## (b) The swap is an involution

*Show \(P_{ij}^2=1\).*

Swapping twice restores \(\sigma\).

```lean
/-- The swap squares to the identity. -/
theorem swap_swap (i j : ι) (ψ : State ι) : swapOp i j (swapOp i j ψ) = ψ := by
  funext σ
  show ψ ((σ ∘ Equiv.swap i j) ∘ Equiv.swap i j) = ψ σ
  congr 1; funext k; simp
```

## (c) The swap is self-adjoint

*Show \(\langle P_{ij}\varphi,\psi\rangle=\langle\varphi,P_{ij}\psi\rangle\).*

Relabel the sum over \(\sigma\) by the swap, which is a bijection of configurations; `Fintype.sum_bijective` does this.

```lean
/-- The swap is self-adjoint. -/
theorem swap_adjoint [Fintype ι] (i j : ι) (φ ψ : State ι) :
    star (swapOp i j φ) ⬝ᵥ ψ = star φ ⬝ᵥ swapOp i j ψ := by
  have h : Function.Involutive (fun σ : ι → Fin 2 => σ ∘ Equiv.swap i j) :=
    fun σ => by funext k; simp
  refine Fintype.sum_bijective _ h.bijective _ _ fun σ => ?_
  show star (φ (σ ∘ Equiv.swap i j)) * ψ σ =
    star (φ (σ ∘ Equiv.swap i j)) * ψ ((σ ∘ Equiv.swap i j) ∘ Equiv.swap i j)
  rw [show (σ ∘ Equiv.swap i j) ∘ Equiv.swap i j = σ from h σ]
```

## (d) Three spins one half cannot be antisymmetrised

*For distinct \(i,k,j\) show \(P_{ij}P_{kj}+P_{kj}P_{ij}+1=P_{ij}+P_{kj}+P_{ik}\).*

The left side holds the three even permutations, the right side the three odd ones. In any configuration two of the three spins agree. Composing with their transposition leaves \(\sigma\) unchanged and pairs each even term with an equal odd term. Lean writes the six amplitudes through `F` and checks eight cases with `fin_cases`.

```lean
/-- For three distinct sites `P_ij P_kj + P_kj P_ij + 1 = P_ij + P_kj + P_ik`. -/
theorem three_spin {i k j : ι} (hik : i ≠ k) (hij : i ≠ j) (hkj : k ≠ j) (ψ : State ι) :
    swapOp i j (swapOp k j ψ) + swapOp k j (swapOp i j ψ) + ψ =
      swapOp i j ψ + swapOp k j ψ + swapOp i k ψ := by
  funext σ
  -- the six amplitudes as a function of the three spins
  obtain ⟨F, hF⟩ : ∃ F : Fin 2 → Fin 2 → Fin 2 → ℂ, ∀ (p : ι → ι) (x y z : ι),
      (p i = x ∧ p k = y ∧ p j = z ∧ ∀ l, l ≠ i → l ≠ k → l ≠ j → p l = l) →
        ψ (σ ∘ p) = F (σ x) (σ y) (σ z) := by
    refine ⟨fun x y z => ψ fun l => if l = j then z else if l = k then y else
      if l = i then x else σ l, fun p x y z h => congrArg ψ (funext fun l => ?_)⟩
    obtain ⟨hx, hy, hz, h⟩ := h
    rw [Function.comp_apply]
    split_ifs with h1 h2 h3
    · rw [h1, hz]
    · rw [h2, hy]
    · rw [h3, hx]
    · rw [h l h3 h2 h1]
  show ψ (σ ∘ (Equiv.swap i j ∘ Equiv.swap k j)) + ψ (σ ∘ (Equiv.swap k j ∘ Equiv.swap i j))
    + ψ (σ ∘ id) = ψ (σ ∘ Equiv.swap i j) + ψ (σ ∘ Equiv.swap k j) + ψ (σ ∘ Equiv.swap i k)
  rw [hF (Equiv.swap i j ∘ Equiv.swap k j) j i k ?_, hF (Equiv.swap k j ∘ Equiv.swap i j) k j i ?_,
    hF id i k j ?_, hF (Equiv.swap i j) j k i ?_, hF (Equiv.swap k j) i j k ?_,
    hF (Equiv.swap i k) k i j ?_]
  · generalize σ i = x
    generalize σ k = y
    generalize σ j = z
    fin_cases x <;> fin_cases y <;> fin_cases z <;> ring
  all_goals simp +contextual [Equiv.swap_apply_def, hik, hij, hkj, hik.symm, hij.symm, hkj.symm]
```

## (e) Upper bound on a swap

*With \(n=\langle\psi,\psi\rangle\), show \(\operatorname{Re}\langle\psi,P_{ij}\psi\rangle\le n\).*

By (b) and (c), \(0\le\|\psi-P_{ij}\psi\|^2=2n-2\operatorname{Re}\langle\psi,P_{ij}\psi\rangle\).

```lean
/-- The expectation value of a swap is at most the squared norm. -/
theorem swap_expect_le [Fintype ι] (i j : ι) (ψ : State ι) :
    (star ψ ⬝ᵥ swapOp i j ψ).re ≤ (star ψ ⬝ᵥ ψ).re := by
  have h := (Complex.nonneg_iff.mp (dotProduct_star_self_nonneg (ψ - swapOp i j ψ))).1
  simp only [star_sub, sub_dotProduct, dotProduct_sub, swap_adjoint, swap_swap,
    Complex.sub_re] at h
  linarith
```

## (f) One spin against all of \(A\)

*For \(j\notin A\) and \(T_j=\sum_{i\in A}P_{ij}\), show \(\operatorname{Re}\langle\psi,T_j\psi\rangle\ge-n\).*

Set \(g_i=\operatorname{Re}\langle\psi,P_{ij}\psi\rangle\), \(G=\sum_{i\in A}g_i\) and \(E_{ik}=\operatorname{Re}\langle\psi,P_{ij}P_{kj}\psi\rangle\). For \(i\ne k\) in \(A\), parts (d) and (e) give
\[E_{ik}+E_{ki}=g_i+g_k+\operatorname{Re}\langle\psi,P_{ik}\psi\rangle-n\le g_i+g_k .\]
For \(i=k\), part (b) gives \(2E_{ii}=2n=2g_i+2(n-g_i)\). These two cases are `pair`. Summing over \(k\) (`row`) and then over \(i\) (`h1`) gives \(2\sum E_{ik}\le 2aG+2an-2G\). Therefore
\[0\le\|(1+T_j)\psi\|^2=n+2G+\sum_{i,k}E_{ik}\le(a+1)(n+G),\]
where the expansion is `h0`. Since \(a+1>0\), \(G\ge-n\); Lean concludes by contradiction.

```lean
/-- For `j` outside `A` the sum of swaps `∑_{i ∈ A} P_ij` is bounded below by `-1`. -/
theorem star_bound [Fintype ι] {A : Finset ι} {j : ι} (hj : j ∉ A) (ψ : State ι) :
    -(star ψ ⬝ᵥ ψ).re ≤ ∑ i ∈ A, (star ψ ⬝ᵥ swapOp i j ψ).re := by
  obtain ⟨n, hn⟩ : ∃ n, (star ψ ⬝ᵥ ψ).re = n := ⟨_, rfl⟩
  obtain ⟨g, hg⟩ : ∃ g : ι → ℝ, ∀ i, (star ψ ⬝ᵥ swapOp i j ψ).re = g i := ⟨_, fun _ => rfl⟩
  obtain ⟨E, hE⟩ : ∃ E : ι → ι → ℝ,
      ∀ i k, (star ψ ⬝ᵥ swapOp i j (swapOp k j ψ)).re = E i k := ⟨_, fun _ _ => rfl⟩
  have pair : ∀ i ∈ A, ∀ k ∈ A,
      E i k + E k i ≤ g i + g k + if i = k then 2 * (n - g i) else 0 := by
    intro i hi k hk
    by_cases hik : i = k
    · subst hik
      have h := hE i i
      rw [swap_swap, hn] at h
      rw [if_pos rfl]; linarith
    · have h := congrArg (fun φ => (star ψ ⬝ᵥ φ).re)
        (three_spin hik (ne_of_mem_of_not_mem hi hj) (ne_of_mem_of_not_mem hk hj) ψ)
      simp only [dotProduct_add, Complex.add_re, hE, hg, hn] at h
      have h' := swap_expect_le i k ψ
      rw [if_neg hik]; linarith
  have row : ∀ i ∈ A, ∑ k ∈ A, E i k + ∑ k ∈ A, E k i ≤
      A.card * g i + ∑ k ∈ A, g k + 2 * (n - g i) := by
    intro i hi
    have h := Finset.sum_le_sum (pair i hi)
    simp only [Finset.sum_add_distrib, Finset.sum_const, nsmul_eq_mul, Finset.sum_ite_eq,
      if_pos hi] at h
    exact h
  have h1 := Finset.sum_le_sum row
  simp only [Finset.sum_add_distrib, Finset.sum_const, nsmul_eq_mul, ← Finset.mul_sum,
    Finset.sum_sub_distrib] at h1
  have hS : ∑ i ∈ A, ∑ k ∈ A, E k i = ∑ i ∈ A, ∑ k ∈ A, E i k := Finset.sum_comm
  -- 0 ≤ ‖(1 + T) ψ‖² ≤ (a + 1) ⟨1 + T⟩
  have h0 := (Complex.nonneg_iff.mp
    (dotProduct_star_self_nonneg (ψ + ∑ i ∈ A, swapOp i j ψ))).1
  simp only [star_add, star_sum, add_dotProduct, dotProduct_add, sum_dotProduct, dotProduct_sum,
    swap_adjoint, Finset.sum_add_distrib, Complex.add_re, Complex.re_sum,
    hE, hg, hn] at h0
  simp only [hg, hn]
  by_contra hc
  have h2 : 0 < ((A.card : ℝ) + 1) * (-n - ∑ i ∈ A, g i) :=
    mul_pos (by positivity) (by linarith [not_le.mp hc])
  nlinarith
```

## (g) The Hamiltonian in swaps

*Show \(H=\sum_{j\in B}\left(\tfrac12T_j-\tfrac a4\right)\) for disjoint \(A,B\).*

Disjointness gives \(i\ne j\) in every term, so (a) applies; sum over the \(a\) values of \(i\).

```lean
/-- The Hamiltonian through swaps: `H = ∑_{j ∈ B} (∑_{i ∈ A} P_ij / 2 - |A| / 4)`. -/
theorem hamiltonian_eq {A B : Finset ι} (h : Disjoint A B) (ψ : State ι) :
    hamiltonian A B ψ =
      ∑ j ∈ B, ((1 / 2 : ℂ) • ∑ i ∈ A, swapOp i j ψ - (A.card / 4 : ℂ) • ψ) := by
  rw [hamiltonian, Finset.sum_comm, LinearMap.sum_apply]
  refine Finset.sum_congr rfl fun j hj => ?_
  have e : ∀ i ∈ A, exchange i j ψ = (1 / 2 : ℂ) • swapOp i j ψ - (1 / 4 : ℂ) • ψ :=
    fun i hi => dirac_exchange (ne_of_mem_of_not_mem hi (Finset.disjoint_right.mp h hj)) ψ
  rw [LinearMap.sum_apply, Finset.sum_congr rfl e, Finset.sum_sub_distrib, ← Finset.smul_sum,
    Finset.sum_const, ← Nat.cast_smul_eq_nsmul ℂ]
  module
```

## (h) The lower bound

*Show \(\operatorname{Re}\langle\psi,H\psi\rangle\ge-\tfrac{b(a+2)}4n\) for any sizes \(a,b\).*

By (f) each term of (g) is at least \(-\tfrac12n-\tfrac a4n=-\tfrac{a+2}4n\), which is `each`, and there are \(b\) terms.

```lean
/-- For disjoint `A`, `B` of any sizes, `H ≥ -|B| (|A| + 2) / 4`. -/
theorem lower_bound [Fintype ι] {A B : Finset ι} (h : Disjoint A B) (ψ : State ι) :
    -(B.card * (A.card + 2) / 4 : ℝ) * (star ψ ⬝ᵥ ψ).re ≤ (star ψ ⬝ᵥ hamiltonian A B ψ).re := by
  have e1 : (1 / 2 : ℂ) = ((1 / 2 : ℝ) : ℂ) := by simp
  have e2 : (A.card / 4 : ℂ) = ((A.card / 4 : ℝ) : ℂ) := by simp
  have each : ∀ j ∈ B, -((A.card + 2) / 4 : ℝ) * (star ψ ⬝ᵥ ψ).re ≤
      (star ψ ⬝ᵥ ((1 / 2 : ℂ) • ∑ i ∈ A, swapOp i j ψ - (A.card / 4 : ℂ) • ψ)).re := by
    intro j hj
    have hs := star_bound (Finset.disjoint_right.mp h hj) ψ
    rw [dotProduct_sub, dotProduct_smul, dotProduct_smul, smul_eq_mul, smul_eq_mul, e1, e2,
      Complex.sub_re, Complex.re_ofReal_mul, Complex.re_ofReal_mul, dotProduct_sum,
      Complex.re_sum]
    linarith
  have hsum := Finset.sum_le_sum each
  rw [Finset.sum_const, nsmul_eq_mul] at hsum
  rw [hamiltonian_eq h, dotProduct_sum, Complex.re_sum]
  linarith
```

## (i) The candidate saturates every \(T_j\)

*For disjoint \(A,B\) with \(b\le a\), and \(j\in B\), show \(T_j\Psi=-\Psi\).*

A swap between \(A\) and \(B\) conserves the number of down spins in \(A\cup B\) (`tot`), so both sides vanish unless that number is \(b\). Suppose it is \(b\).

If \(j\) is up, \(B\) holds fewer than \(b\) down spins, so \(d\ge1\). The \(u\) swaps with up spins change nothing, and the \(d\) swaps with down spins send \((d,u)\) to \((d-1,u+1)\):
\[u(-1)^dd!\,u!+d(-1)^{d-1}(d-1)!\,(u+1)!=(-1)^dd!\,u!\,[u-(u+1)].\]
If \(j\) is down, then \(d\le b-1\le a-1\), so \(u\ge1\); here \(b\le a\) enters. Now
\[u(-1)^{d+1}(d+1)!\,(u-1)!+d(-1)^dd!\,u!=(-1)^dd!\,u!\,[d-(d+1)].\]
Both brackets equal \(-1\). In Lean `key` tracks the counts, `hs` groups the sum by the spin at \(i\), and `m` stands for \(d-1\) or \(u-1\).

```lean
/-- For `|B| ≤ |A|` and `j ∈ B`, the sum `∑_{i ∈ A} P_ij` acts on `groundState` as `-1`. -/
theorem groundState_star {A B : Finset ι} (h : Disjoint A B) (hab : B.card ≤ A.card)
    {j : ι} (hj : j ∈ B) : ∑ i ∈ A, swapOp i j (groundState A B) = -groundState A B := by
  funext σ
  rw [Finset.sum_apply]
  show ∑ i ∈ A, groundState A B (σ ∘ Equiv.swap i j) = -groundState A B σ
  have fin2 : ∀ t : Fin 2, t = 0 ∨ t = 1 := by decide
  have hjA := Finset.disjoint_right.mp h hj
  have hg : ∀ τ, groundState A B τ = if count A 1 τ + count B 1 τ = B.card then
    amp (count A 1 τ) (count A 0 τ) else 0 := fun _ => rfl
  -- change of the counts under a swap across the boundary of `S`
  have key : ∀ (S : Finset ι) p q, p ∈ S → q ∉ S → ∀ s, count S s (σ ∘ Equiv.swap p q) +
      (if σ p = s then 1 else 0) = count S s σ + if σ q = s then 1 else 0 := by
    intro S p q hp hq s
    have h1 := Finset.add_sum_erase S
      (fun l => if (σ ∘ Equiv.swap p q) l = s then (1 : ℕ) else 0) hp
    have h2 := Finset.add_sum_erase S (fun l => if σ l = s then (1 : ℕ) else 0) hp
    have h3 : ∑ l ∈ S.erase p, (if (σ ∘ Equiv.swap p q) l = s then (1 : ℕ) else 0) =
        ∑ l ∈ S.erase p, (if σ l = s then 1 else 0) := Finset.sum_congr rfl fun l hl => by
      rw [Function.comp_apply, Equiv.swap_apply_of_ne_of_ne (Finset.ne_of_mem_erase hl)
        (ne_of_mem_of_not_mem (Finset.mem_of_mem_erase hl) hq)]
    have e : (σ ∘ Equiv.swap p q) p = σ q := by simp
    rw [e] at h1
    unfold count
    linarith
  have tot : ∀ i ∈ A, count A 1 (σ ∘ Equiv.swap i j) + count B 1 (σ ∘ Equiv.swap i j) =
      count A 1 σ + count B 1 σ := by
    intro i hi
    have k1 := key A i j hi hjA 1
    have k2 := key B j i hj (Finset.disjoint_left.mp h hi) 1
    rw [Equiv.swap_comm] at k2
    linarith
  have hsum : ∀ S : Finset ι, count S 0 σ + count S 1 σ = S.card := by
    intro S
    unfold count
    rw [← Finset.sum_add_distrib, Finset.card_eq_sum_ones]
    exact Finset.sum_congr rfl fun l _ => by rcases fin2 (σ l) with e | e <;> simp [e]
  have hpos : 1 ≤ count B (σ j) σ := le_trans (by simp) (Finset.single_le_sum
    (f := fun l => if σ l = σ j then (1 : ℕ) else 0) (fun _ _ => Nat.zero_le _) hj)
  have hs : ∀ x y : ℂ, (∀ i ∈ A, groundState A B (σ ∘ Equiv.swap i j) = if σ i = 0 then x else y) →
      ∑ i ∈ A, groundState A B (σ ∘ Equiv.swap i j) = x * count A 0 σ + y * count A 1 σ := by
    intro x y hxy
    unfold count
    rw [Nat.cast_sum, Nat.cast_sum, Finset.mul_sum, Finset.mul_sum, ← Finset.sum_add_distrib]
    exact Finset.sum_congr rfl fun i hi => by
      rw [hxy i hi]; rcases fin2 (σ i) with e | e <;> simp [e]
  have hA := hsum A
  have hB := hsum B
  by_cases hc : count A 1 σ + count B 1 σ = B.card
  · rcases fin2 (σ j) with e | e <;> rw [e] at hpos
    · -- spin j up: A holds a down spin
      obtain ⟨m, hm⟩ : ∃ m, count A 1 σ = m + 1 := ⟨count A 1 σ - 1, by omega⟩
      rw [hs (amp (m + 1) (count A 0 σ)) (amp m (count A 0 σ + 1)) ?_, hg, if_pos hc, hm]
      · simp only [amp, Nat.factorial_succ, pow_succ]; push_cast; ring
      · intro i hi
        have k0 := key A i j hi hjA 0
        have k1 := key A i j hi hjA 1
        rw [hg, if_pos ((tot i hi).trans hc)]
        rcases fin2 (σ i) with e' | e' <;> simp [e, e'] at k0 k1
        · rw [k0, k1, hm]; simp [e']
        · rw [k0, show count A 1 (σ ∘ Equiv.swap i j) = m by omega]; simp [e']
    · -- spin j down: A holds an up spin because |B| ≤ |A|
      obtain ⟨m, hm⟩ : ∃ m, count A 0 σ = m + 1 := ⟨count A 0 σ - 1, by omega⟩
      rw [hs (amp (count A 1 σ + 1) m) (amp (count A 1 σ) (m + 1)) ?_, hg, if_pos hc, hm]
      · simp only [amp, Nat.factorial_succ, pow_succ]; push_cast; ring
      · intro i hi
        have k0 := key A i j hi hjA 0
        have k1 := key A i j hi hjA 1
        rw [hg, if_pos ((tot i hi).trans hc)]
        rcases fin2 (σ i) with e' | e' <;> simp [e, e'] at k0 k1
        · rw [k1, show count A 0 (σ ∘ Equiv.swap i j) = m by omega]; simp [e']
        · rw [k0, k1, hm]; simp [e']
  · rw [hg σ, if_neg hc, neg_zero]
    exact Finset.sum_eq_zero fun i hi => by rw [hg, tot i hi, if_neg hc]
```

## (j) The ground energy

*For disjoint \(A,B\) with \(b\le a\), show that the bound holds, \(\Psi\ne0\), and \(H\Psi=-\tfrac{b(a+2)}4\Psi\).*

The bound is (h). On the configuration that is down exactly on \(B\), \(d=0\) and the amplitude is \(a!\ne0\). By (g) and (i) each of the \(b\) terms multiplies \(\Psi\) by \(-\tfrac{a+2}4\).

```lean
/-- Ground energy of the Lieb-Mattis model: for disjoint `A`, `B` with `|B| ≤ |A|`,
`H ≥ -|B| (|A| + 2) / 4`, and `groundState` is a nonzero eigenstate with this energy. -/
theorem lieb_mattis_ground_energy [Fintype ι] {A B : Finset ι} (h : Disjoint A B)
    (hab : B.card ≤ A.card) :
    (∀ ψ : State ι, -(B.card * (A.card + 2) / 4 : ℝ) * (star ψ ⬝ᵥ ψ).re ≤
      (star ψ ⬝ᵥ hamiltonian A B ψ).re) ∧ groundState A B ≠ 0 ∧
    hamiltonian A B (groundState A B) = (-(B.card * (A.card + 2) / 4) : ℂ) • groundState A B := by
  refine ⟨lower_bound h, fun h0 => ?_, ?_⟩
  · -- the configuration with down spins exactly on B
    obtain ⟨σ, hσ⟩ : ∃ σ : ι → Fin 2, ∀ l, σ l = if l ∈ B then 1 else 0 := ⟨_, fun _ => rfl⟩
    have cA : count A 1 σ = 0 :=
      Finset.sum_eq_zero fun l hl => by simp [hσ, Finset.disjoint_left.mp h hl]
    have cB : count B 1 σ = B.card := by
      unfold count
      rw [Finset.card_eq_sum_ones]
      exact Finset.sum_congr rfl fun l hl => by simp [hσ, hl]
    have e : groundState A B σ = amp (count A 1 σ) (count A 0 σ) :=
      if_pos (by rw [cA, cB, zero_add])
    have hne : amp (count A 1 σ) (count A 0 σ) ≠ 0 :=
      mul_ne_zero (mul_ne_zero (pow_ne_zero _ (by norm_num))
        (Nat.cast_ne_zero.mpr (Nat.factorial_ne_zero _)))
        (Nat.cast_ne_zero.mpr (Nat.factorial_ne_zero _))
    apply hne
    rw [← e, h0]; rfl
  · have e : ∀ j ∈ B, (1 / 2 : ℂ) • ∑ i ∈ A, swapOp i j (groundState A B) -
        (A.card / 4 : ℂ) • groundState A B = (-(A.card + 2) / 4 : ℂ) • groundState A B := by
      intro j hj
      rw [groundState_star h hab hj]; module
    rw [hamiltonian_eq h, Finset.sum_congr rfl e, Finset.sum_const, ← Nat.cast_smul_eq_nsmul ℂ]
    module

end

end SublatticeModel
```

```lean
#print axioms SublatticeModel.lieb_mattis_ground_energy
```

```
'SublatticeModel.lieb_mattis_ground_energy' depends on axioms: [propext, Classical.choice, Quot.sound]
```

The theorem holds on any finite \(\iota\): the expectation value in a normalised state is at least \(-b(a+2)/4\), and \(\Psi/\|\Psi\|\) reaches it. The hypothesis `hab` only names the larger set \(A\), because \(H\) is symmetric in the two sets. The statement concerns the energy of this uniformly coupled model. The total spin and degeneracy of the ground level, and the ordering of levels by total spin in general bipartite antiferromagnets that goes under the Lieb–Mattis name, are not derived.

## Smallest sizes and a numerical check

The evaluations below are illustrations and not theorems of the file. For \(b=0\), which the theorem allows, \(H=0\) and the energy is 0. With \(\iota=A\cup B\) and the \(B\) spin written last, \(a=b=1\) gives the singlet \((|{\uparrow\downarrow}\rangle-|{\downarrow\uparrow}\rangle)/\sqrt2\) at \(-\tfrac34\). For \(a=2\), \(b=1\) the normalised state is \((2|{\uparrow\uparrow\downarrow}\rangle-|{\uparrow\downarrow\uparrow}\rangle-|{\downarrow\uparrow\uparrow}\rangle)/\sqrt6\) at \(-1\), between the floor \(-\tfrac32\) and the ceiling \(-\tfrac12\).

In an exact-diagonalisation program with configurations stored as bit strings, (g) applies \(H\) by swapping bits \(i\) and \(j\) with weight \(\tfrac12\) and subtracting \(ab/4\) on the diagonal. For \(b\le a\), filling a vector from bit counts with \((-1)^dd!\,u!\) on the configurations that have exactly \(b\) down spins in \(A\cup B\), and with zero on all others, and comparing \(H\Psi\) with \(-\tfrac{b(a+2)}4\Psi\) tests that routine.
